# A zero mode with norm density 2|z|^(2k)/(1+|z|²)^(N+1) on the stereographic plane is normalisable exactly when k < N

The failing theorem, `zeroMode_normalizable_iff`, concerns a mode on the unit sphere with N flux quanta, in the stereographic coordinate z, with N and k natural numbers. The unnormalised function χ = z^k (1+|z|²)^(-N/2) is the conformally rescaled mode: the amplitude on the sphere times the square root of the conformal factor 2/(1+|z|²), as is usual for a Dirac spinor in two dimensions. The sphere's area element carries the square of that factor, so the norm density per unit area of the plane is |χ|² times a single factor. For an unrescaled scalar wavefunction of the same form the factor would be squared, and the condition would be k ≤ N. The theorem says that the density with the single factor is integrable over the whole complex plane if and only if k < N. The attempt passes to polar coordinates, which supply an extra factor r, and then uses the radial criterion `radial_integrable_iff` proved just before.

An attempt in Lean 4 with a fault in it:

```lean
import Mathlib

open MeasureTheory Set

namespace MonopoleSphereZeroModes

noncomputable section

/-- The flux-dependent envelope `(1 + |z|²)^(-N/2)`. -/
def weight (N : ℕ) (z : ℂ) : ℝ := (1 + Complex.normSq z) ^ (-(N : ℝ) / 2)

/-- The conformally rescaled monomial mode `z^k (1 + |z|²)^(-N/2)`. -/
def zeroMode (N k : ℕ) (z : ℂ) : ℂ := z ^ k * (weight N z : ℂ)

/-- The norm density of the monomial mode on the unit sphere, per unit area of the
stereographic plane: the conformal factor `2 / (1 + |z|²)` times `|χ|²`. -/
def sphereDensity (N k : ℕ) (z : ℂ) : ℝ :=
  2 / (1 + Complex.normSq z) * ‖zeroMode N k z‖ ^ 2

/-- The norm density of the monomial mode is `2 |z|^(2k) / (1 + |z|²)^(N+1)`. -/
theorem sphereDensity_eq (N k : ℕ) (z : ℂ) :
    sphereDensity N k z = 2 * ‖z‖ ^ (2 * k) / (1 + ‖z‖ ^ 2) ^ (N + 1) := by
  have hpos : 0 < 1 + Complex.normSq z :=
    add_pos_of_pos_of_nonneg one_pos (Complex.normSq_nonneg _)
  have hw : weight N z ^ 2 = ((1 + Complex.normSq z) ^ N)⁻¹ := by
    have h : -(N : ℝ) / 2 * ((2 : ℕ) : ℝ) = -(N : ℝ) := by push_cast; ring
    unfold weight
    rw [← Real.rpow_natCast, ← Real.rpow_mul hpos.le, h, Real.rpow_neg hpos.le,
      Real.rpow_natCast]
  unfold sphereDensity zeroMode
  rw [norm_mul, norm_pow, Complex.norm_real, mul_pow, Real.norm_eq_abs, sq_abs, hw,
    Complex.normSq_eq_norm_sq]
  generalize 1 + ‖z‖ ^ 2 = q
  ring

/-- The radial norm integrand `r^(2k+1) / (1 + r²)^(N+1)` is integrable on `(0, ∞)` exactly
when `k < N`. -/
theorem radial_integrable_iff (N k : ℕ) :
    IntegrableOn (fun r : ℝ => r ^ (2 * k + 1) / (1 + r ^ 2) ^ (N + 1)) (Ioi 0) ↔ k < N := by
  constructor
  · intro h
    by_contra hk
    have hk' : N ≤ k := not_lt.mp hk
    have h1 := (h.mono_set (Ioi_subset_Ioi (zero_le_one' ℝ))).const_mul ((2 : ℝ) ^ (N + 1))
    -- beyond `r = 1` the integrand dominates a multiple of `1/r`
    have h2 : IntegrableOn (fun r : ℝ => r⁻¹) (Ioi 1) := by
      refine Integrable.mono' h1 measurable_inv.aestronglyMeasurable
        (ae_restrict_of_forall_mem measurableSet_Ioi fun r hr => ?_)
      have hr1 : (1 : ℝ) < r := hr
      have hr0 : 0 < r := by linarith
      have hb : (1 + r ^ 2) ^ (N + 1) ≤ 2 ^ (N + 1) * r ^ (2 * k + 1) * r := by
        calc (1 + r ^ 2) ^ (N + 1) ≤ (2 * r ^ 2) ^ (N + 1) :=
              pow_le_pow_left₀ (by positivity) (by nlinarith) _
          _ = 2 ^ (N + 1) * r ^ (2 * (N + 1)) := by rw [mul_pow, ← pow_mul]
          _ ≤ 2 ^ (N + 1) * r ^ (2 * k + 2) :=
              mul_le_mul_of_nonneg_left (pow_le_pow_right₀ hr1.le (by omega)) (by positivity)
          _ = 2 ^ (N + 1) * r ^ (2 * k + 1) * r := by ring
      rw [Real.norm_eq_abs, abs_of_pos (inv_pos.mpr hr0), ← mul_div_assoc, inv_eq_one_div,
        div_le_div_iff₀ hr0 (by positivity), one_mul]
      exact hb
    exact not_integrableOn_Ioi_inv h2
  · intro hk
    -- the integrand is bounded by the Lorentzian `1 / (1 + r²)`
    refine Integrable.mono' (integrable_inv_one_add_sq.integrableOn (s := Ioi (0 : ℝ)))
      (Measurable.aestronglyMeasurable (by fun_prop))
      (ae_restrict_of_forall_mem measurableSet_Ioi fun r hr => ?_)
    have hr0 : (0 : ℝ) < r := hr
    have hb : r ^ (2 * k + 1) ≤ (1 + r ^ 2) ^ N := by
      calc r ^ (2 * k + 1) = (r ^ 2) ^ k * r := by rw [pow_succ, pow_mul]
        _ ≤ (1 + r ^ 2) ^ k * (1 + r ^ 2) :=
            mul_le_mul (pow_le_pow_left₀ (by positivity) (by linarith) _)
              (by nlinarith [sq_nonneg (r - 1)]) hr0.le (by positivity)
        _ = (1 + r ^ 2) ^ (k + 1) := (pow_succ _ _).symm
        _ ≤ (1 + r ^ 2) ^ N := pow_le_pow_right₀ (by nlinarith [sq_nonneg r]) hk
    rw [Real.norm_eq_abs, abs_of_nonneg (by positivity), inv_eq_one_div,
      div_le_div_iff₀ (by positivity) (by positivity), one_mul, pow_succ (1 + r ^ 2) N]
    exact mul_le_mul_of_nonneg_right hb (by positivity)

/-- On the sphere with `N` flux quanta, the monomial zero mode `z^k` has finite norm exactly
when `k < N`. -/
theorem zeroMode_normalizable_iff (N k : ℕ) :
    Integrable (sphereDensity N k) ↔ k < N := by
  have hd : sphereDensity N k =
      fun z : ℂ => (fun r : ℝ => 2 * r ^ (2 * k) / (1 + r ^ 2) ^ (N + 1)) ‖z‖ :=
    funext (sphereDensity_eq N k)
  -- polar coordinates supply the extra factor `r`
  have e : (fun r : ℝ => r ^ (2 - 1) • (2 * r ^ (2 * k) / (1 + r ^ 2) ^ (N + 1))) =
      fun r : ℝ => 2 * (r ^ (2 * k + 1) / (1 + r ^ 2) ^ (N + 1)) := by
    funext r
    rw [smul_eq_mul, pow_succ r (2 * k), show 2 - 1 = 1 from rfl, pow_one]
    generalize (1 + r ^ 2) ^ (N + 1) = q
    ring
  rw [hd, integrable_fun_norm_addHaar, Complex.finrank_real_complex, e,
    ← radial_integrable_iff N k]
  exact integrable_const_mul_iff (isUnit_iff_ne_zero.2 two_ne_zero) _

end

end MonopoleSphereZeroModes
```

The compiler's answer:

```
Main.lean:93:10: error: Tactic `rewrite` failed: Did not find an occurrence of the pattern
  Integrable (fun x => ?f ‖x‖) ?μ
in the target expression
  Integrable (fun z => (fun r => 2 * r ^ (2 * k) / (1 + r ^ 2) ^ (N + 1)) ‖z‖) volume ↔ k < N

N k : ℕ
hd : sphereDensity N k = fun z => (fun r => 2 * r ^ (2 * k) / (1 + r ^ 2) ^ (N + 1)) ‖z‖
e :
  (fun r => r ^ (2 - 1) • (2 * r ^ (2 * k) / (1 + r ^ 2) ^ (N + 1))) = fun r =>
    2 * (r ^ (2 * k + 1) / (1 + r ^ 2) ^ (N + 1))
⊢ Integrable (fun z => (fun r => 2 * r ^ (2 * k) / (1 + r ^ 2) ^ (N + 1)) ‖z‖) volume ↔ k < N
```

What went wrong. The error is in the rewrite with `integrable_fun_norm_addHaar`. Its left side contains an unknown function `?f` applied to `‖x‖`, and Lean had to find `?f` by matching. The goal does display a function applied to `‖z‖`, but unification can reduce that application, leaving a quotient in which `‖z‖` occurs twice. Recovering `?f` from this is a higher-order problem outside the simple pattern case, because the argument `‖x‖` is not a bare variable. Lean found no match.

The repair states the polar-coordinate equivalence as `key` and gives the lemma its `f` explicitly, so Lean only has to check that the two forms agree by reduction. The `..` leaves any remaining explicit arguments to be inferred.

The rewrites with `Complex.finrank_real_complex` and `e` now act on `key`, where the radial integral stands. The goal is rewritten only with `hd` and the radial criterion, and `key.trans` joins the two. What remains is to remove the constant factor 2, which the unchanged last line does.

The change, after which it compiles:

```diff
@@ -91,6 +91,12 @@
     generalize (1 + r ^ 2) ^ (N + 1) = q
     ring
-  rw [hd, integrable_fun_norm_addHaar, Complex.finrank_real_complex, e,
-    ← radial_integrable_iff N k]
+  have key : Integrable (fun z : ℂ => 2 * ‖z‖ ^ (2 * k) / (1 + ‖z‖ ^ 2) ^ (N + 1)) ↔
+      IntegrableOn (fun r : ℝ => r ^ (Module.finrank ℝ ℂ - 1) •
+        (2 * r ^ (2 * k) / (1 + r ^ 2) ^ (N + 1))) (Ioi 0) :=
+    integrable_fun_norm_addHaar
+      (f := fun r : ℝ => 2 * r ^ (2 * k) / (1 + r ^ 2) ^ (N + 1)) ..
+  rw [Complex.finrank_real_complex, e] at key
+  rw [hd, ← radial_integrable_iff N k]
+  refine key.trans ?_
   exact integrable_const_mul_iff (isUnit_iff_ne_zero.2 two_ne_zero) _
 
```
